# Clebsch–Gordan vectors for orbital angular momentum l and spin 1/2 diagonalise L·σ and J_z

## Basis, operators and phases

Fix an integer $l\ge 0$ and set $\hbar=1$. The product basis is $|m,s\rangle$, with $m=-l,\dots,l$ and $s=\uparrow,\downarrow$. The orbital matrices are $L_z|m\rangle=m|m\rangle$, $L_+|m\rangle=\sqrt{(l-m)(l+m+1)}\,|m+1\rangle$ and $L_-=L_+^\dagger$, with real non-negative ladder elements. With the Pauli matrices $\sigma$, and $L_x$, $L_y$ built from $L_\pm$,

$$L\cdot\sigma=\begin{pmatrix}L_z&L_-\\L_+&-L_z\end{pmatrix},\qquad J_z=L_z+\tfrac12\sigma_z .$$

For half-integer $\mu$, put $k=l+\tfrac12+\mu$, $N=2l+1$ and

$$c_\pm=\sqrt{\frac{l+\frac12\pm\mu}{2l+1}},\qquad c_+=\sqrt{k/N},\quad c_-=\sqrt{(N-k)/N}.$$

A spinor $(a,b)$ of given $\mu$ has amplitude $a$ on $|\mu-\frac12,\uparrow\rangle$ and $b$ on $|\mu+\frac12,\downarrow\rangle$. The coupled vectors are

- $\kappa=-l-1$: $(c_+,c_-)$ for $k=0,\dots,2l+1$, which gives $2l+2$ vectors;
- $\kappa=l$: $(-c_-,c_+)$ for $k=1,\dots,2l$, which gives $2l$ vectors, none if $l=0$.

These are the usual $j=l+\frac12$ and $j=l-\frac12$ multiplets.

## Eigenvalues from a two-component problem

Both components of a spinor have $J_z=\mu$, since $(\mu\mp\frac12)\pm\frac12=\mu$. The ladder element between them is $\lambda=\sqrt{k(N-k)}$, so $L\cdot\sigma$ acts as

$$(a,b)\mapsto\big((k-1-l)a+\lambda b,\;\lambda a-(k-l)b\big).$$

At $k=0$ the up component is missing and at $k=N$ the down component is; there $\lambda=0$, and $c_+=0$ or $c_-=0$ respectively.

The square roots give $\lambda c_-=(N-k)c_+$ and $\lambda c_+=kc_-$. For $(c_+,c_-)$ the new components are

$$(k-1-l+N-k)c_+=l\,c_+,\qquad (k-k+l)c_-=l\,c_- .$$

For $(-c_-,c_+)$ they are

$$(-k+1+l+k)c_-=-(l+1)(-c_-),\qquad -(N-k+k-l)c_+=-(l+1)c_+ .$$

The eigenvalues are thus $l$ and $-l-1$, or $-1-\kappa$ in both cases.

Vectors of different $\mu$ share no basis state. At equal $\mu$, $c_+^2+c_-^2=1$ gives the norms, and $-c_+c_-+c_-c_+=0$ gives orthogonality. There are $(2l+2)+2l=2(2l+1)$ vectors, as many as the dimension, so they form a basis. Both eigenvalues solve $x^2+x=l(l+1)$, hence $(L\cdot\sigma)^2+L\cdot\sigma=l(l+1)$ on the whole space.

## The theorem in matrix form

`clebschGordan_diagonalises` holds for every natural number `l`. With $U$ = `cgMatrix l`, it states

$$U^\dagger U=1,\quad UU^\dagger=1,\quad (L\cdot\sigma)U=U\,\mathrm{diag}(-1-\kappa),\quad J_zU=U\,\mathrm{diag}(\mu).$$

Rows of $U$ carry the product labels `Fin (2 * l + 1) × Fin 2`, with $m=i-l$ and spin 0 meaning up. Columns carry `Coupled l`: `inl k` is $\kappa=-l-1$ at position $k$, and `inr k` is $\kappa=l$ at position $k+1$. So $U$ takes $(\kappa,\mu)$ coefficients to $(m,s)$ coefficients, and $U^\dagger$ takes them back. `LS_quadratic` is the operator identity.

The angular-momentum matrices are defined by their elements, not derived from differential operators on spherical harmonics. In relativistic multiple scattering, $U$ converts single-site matrices between the two labellings, here for one fixed $l$ and the angular and spin part only, without a radial equation or a potential.

## The Lean file

```lean
import Mathlib

open Matrix
open scoped Kronecker

namespace SpinAngularCoupling

noncomputable section

/-- Magnetic quantum number `m = i - l` of the `i`-th orbital state. -/
def mz (l : ℕ) (i : Fin (2 * l + 1)) : ℝ := (i : ℕ) - l

/-- The orbital operator `L_z`. -/
def Lz (l : ℕ) : Matrix (Fin (2 * l + 1)) (Fin (2 * l + 1)) ℂ :=
  diagonal fun i => (mz l i : ℂ)

/-- The raising operator, with elements `sqrt((l - m)(l + m + 1))` from `m` to `m + 1`. -/
def Lplus (l : ℕ) : Matrix (Fin (2 * l + 1)) (Fin (2 * l + 1)) ℂ :=
  Matrix.of fun i j => if (i : ℕ) = j + 1 then
    ((√((l - mz l j) * (l + mz l j + 1)) : ℝ) : ℂ) else 0

/-- The lowering operator, the adjoint of the raising operator. -/
def Lminus (l : ℕ) : Matrix (Fin (2 * l + 1)) (Fin (2 * l + 1)) ℂ := (Lplus l)ᴴ

/-- The Pauli matrix `σ_x`. -/
def pauliX : Matrix (Fin 2) (Fin 2) ℂ := !![0, 1; 1, 0]

/-- The Pauli matrix `σ_y`. -/
def pauliY : Matrix (Fin 2) (Fin 2) ℂ := !![0, -Complex.I; Complex.I, 0]

/-- The Pauli matrix `σ_z`. -/
def pauliZ : Matrix (Fin 2) (Fin 2) ℂ := !![1, 0; 0, -1]

/-- The operator `L·σ = L_x σ_x + L_y σ_y + L_z σ_z`. -/
def LS (l : ℕ) : Matrix (Fin (2 * l + 1) × Fin 2) (Fin (2 * l + 1) × Fin 2) ℂ :=
  ((1 / 2 : ℂ) • (Lplus l + Lminus l)) ⊗ₖ pauliX
    + ((-Complex.I / 2) • (Lplus l - Lminus l)) ⊗ₖ pauliY + Lz l ⊗ₖ pauliZ

/-- The total angular momentum component `J_z = L_z + σ_z / 2`. -/
def Jz (l : ℕ) : Matrix (Fin (2 * l + 1) × Fin 2) (Fin (2 * l + 1) × Fin 2) ℂ :=
  Lz l ⊗ₖ (1 : Matrix (Fin 2) (Fin 2) ℂ)
    + (1 : Matrix (Fin (2 * l + 1)) (Fin (2 * l + 1)) ℂ) ⊗ₖ ((1 / 2 : ℂ) • pauliZ)

/-- The half-integer `μ = k - l - 1/2`. -/
def muOf (l k : ℕ) : ℝ := k - l - 1 / 2

/-- The Clebsch-Gordan amplitude `sqrt((l + 1/2 + μ)/(2l + 1))`. -/
def cg (l : ℕ) (μ : ℝ) : ℝ := √((l + 1 / 2 + μ) / (2 * l + 1))

/-- The ladder matrix element between the orbital states `k - 1` and `k`. -/
def ladder (l k : ℕ) : ℝ := √((k : ℝ) * (2 * l + 1 - k))

/-- The spinor with amplitude `a` on `(μ - 1/2, up)` and `b` on `(μ + 1/2, down)`,
where `μ = k - l - 1/2`. -/
def spinor (l k : ℕ) (a b : ℝ) : Fin (2 * l + 1) × Fin 2 → ℂ := fun x =>
  if x.2 = 0 then (if (x.1 : ℕ) + 1 = k then (a : ℂ) else 0)
  else (if (x.1 : ℕ) = k then (b : ℂ) else 0)

/-- Labels `(κ, μ)`: `2l + 2` states with `κ = -l - 1` and `2l` states with `κ = l`. -/
abbrev Coupled (l : ℕ) := Fin (2 * l + 2) ⊕ Fin (2 * l)

/-- The relativistic quantum number `κ`. -/
def kappa (l : ℕ) : Coupled l → ℝ
  | .inl _ => -l - 1
  | .inr _ => l

/-- The quantum number `μ` of a coupled state. -/
def mu (l : ℕ) : Coupled l → ℝ
  | .inl k => muOf l k
  | .inr k => muOf l (k + 1)

/-- The explicit Clebsch-Gordan vectors. -/
def state (l : ℕ) : Coupled l → Fin (2 * l + 1) × Fin 2 → ℂ
  | .inl k => spinor l k (cg l (muOf l k)) (cg l (-muOf l k))
  | .inr k => spinor l (k + 1) (-cg l (-muOf l (k + 1))) (cg l (muOf l (k + 1)))

/-- The matrix whose columns are the Clebsch-Gordan vectors. -/
def cgMatrix (l : ℕ) : Matrix (Fin (2 * l + 1) × Fin 2) (Coupled l) ℂ :=
  Matrix.of fun x q => state l q x

/-- The raising operator's matrix elements in terms of the position on the ladder. -/
theorem Lplus_entry (l : ℕ) (i j : Fin (2 * l + 1)) :
    Lplus l i j = if (i : ℕ) = j + 1 then (ladder l i : ℂ) else 0 := by
  simp only [Lplus, Matrix.of_apply]
  split_ifs with h
  · have h' : ((i : ℕ) : ℝ) = (j : ℕ) + 1 := by exact_mod_cast h
    rw [ladder, h', mz]
    refine Complex.ofReal_inj.mpr (congrArg Real.sqrt ?_)
    ring
  · rfl

/-- In spin blocks, `L·σ` has `L_z` and `-L_z` on the diagonal and the ladder operators
off the diagonal. -/
theorem LS_entry (l : ℕ) (i j : Fin (2 * l + 1)) :
    LS l (i, 0) (j, 0) = Lz l i j ∧ LS l (i, 0) (j, 1) = Lminus l i j ∧
    LS l (i, 1) (j, 0) = Lplus l i j ∧ LS l (i, 1) (j, 1) = -Lz l i j := by
  have key : ∀ s t, LS l (i, s) (j, t) =
      (1 / 2 : ℂ) * (Lplus l i j + Lminus l i j) * pauliX s t
      + (-Complex.I / 2) * (Lplus l i j - Lminus l i j) * pauliY s t
      + Lz l i j * pauliZ s t := fun s t => rfl
  refine ⟨?_, ?_, ?_, ?_⟩ <;> rw [key]
  · simp [pauliX, pauliY, pauliZ]
  · rw [show pauliX 0 1 = 1 from rfl, show pauliY 0 1 = -Complex.I from rfl,
      show pauliZ 0 1 = 0 from rfl]
    linear_combination ((Lplus l i j - Lminus l i j) / 2) * Complex.I_sq
  · rw [show pauliX 1 0 = 1 from rfl, show pauliY 1 0 = Complex.I from rfl,
      show pauliZ 1 0 = 0 from rfl]
    linear_combination (-(Lplus l i j - Lminus l i j) / 2) * Complex.I_sq
  · simp [pauliX, pauliY, pauliZ]

/-- `L·σ` maps a spinor of given `μ` to a spinor of the same `μ`, with these amplitudes. -/
theorem LS_spinor (l k : ℕ) (hk : k ≤ 2 * l + 1) (a b : ℝ) :
    LS l *ᵥ spinor l k a b = spinor l k ((k - 1 - l) * a + ladder l k * b)
      (ladder l k * a - (k - l) * b) := by
  have hZ : ∀ i s, ∑ j, Lz l i j * spinor l k a b (j, s) = mz l i * spinor l k a b (i, s) :=
    fun i s => mulVec_diagonal _ (fun j => spinor l k a b (j, s)) i
  -- lowering feeds the spin-up component; at the top of the ladder the element vanishes
  have hM : ∀ i : Fin (2 * l + 1), ∑ j, Lminus l i j * spinor l k a b (j, 1)
      = if (i : ℕ) + 1 = k then (ladder l k : ℂ) * b else 0 := by
    intro i
    by_cases h : k = 2 * l + 1
    · have h0 : ladder l k = 0 := by simp [ladder, h]
      rw [h0, Finset.sum_eq_zero]
      · simp
      · intro j _
        have : (j : ℕ) ≠ k := by omega
        simp [spinor, this]
    · rw [Finset.sum_eq_single (⟨k, by omega⟩ : Fin (2 * l + 1))]
      · by_cases hi : (i : ℕ) + 1 = k
        · simp [Lminus, Lplus_entry, spinor, hi]
        · simp [Lminus, Lplus_entry, spinor, hi, Ne.symm hi]
      · intro j _ hj
        have : (j : ℕ) ≠ k := fun e => hj (Fin.ext e)
        simp [spinor, this]
      · simp
  -- raising feeds the spin-down component
  have hP : ∀ i : Fin (2 * l + 1), ∑ j, Lplus l i j * spinor l k a b (j, 0)
      = if (i : ℕ) = k then (ladder l k : ℂ) * a else 0 := by
    intro i
    rcases k with _ | n
    · simp [spinor, ladder]
    · rw [Finset.sum_eq_single (⟨n, by omega⟩ : Fin (2 * l + 1))]
      · by_cases hi : (i : ℕ) = n + 1
        · simp [Lplus_entry, spinor, hi]
        · simp [Lplus_entry, spinor, hi]
      · intro j _ hj
        have : (j : ℕ) ≠ n := fun e => hj (Fin.ext e)
        simp [spinor, this]
      · simp
  funext ⟨i, s⟩
  revert s
  rw [Fin.forall_fin_two]
  constructor
  · simp only [Matrix.mulVec, dotProduct, Fintype.sum_prod_type, Fin.sum_univ_two,
      (LS_entry l i _).1, (LS_entry l i _).2.1, Finset.sum_add_distrib, hZ, hM]
    by_cases h : (i : ℕ) + 1 = k
    · subst h
      simp only [spinor, mz, ↓reduceIte]
      push_cast
      ring
    · simp [spinor, h]
  · simp only [Matrix.mulVec, dotProduct, Fintype.sum_prod_type, Fin.sum_univ_two,
      (LS_entry l i _).2.2.1, (LS_entry l i _).2.2.2, Finset.sum_add_distrib, neg_mul,
      Finset.sum_neg_distrib, hZ, hP]
    by_cases h : (i : ℕ) = k
    · subst h
      simp only [spinor, mz, one_ne_zero, ↓reduceIte]
      push_cast
      ring
    · simp [spinor, h]

/-- Every spinor built for a given `μ` satisfies `J_z ψ = μ ψ`. -/
theorem Jz_spinor (l k : ℕ) (a b : ℝ) :
    Jz l *ᵥ spinor l k a b = (muOf l k : ℂ) • spinor l k a b := by
  have hJ : Jz l = diagonal fun x => (mz l x.1 : ℂ) + (if x.2 = 0 then 1 / 2 else -1 / 2) := by
    ext ⟨i, s⟩ ⟨j, t⟩
    by_cases h : i = j
    · subst h
      fin_cases s <;> fin_cases t <;> simp [Jz, Lz, pauliZ]
      ring
    · simp [Jz, Lz, h]
  funext ⟨i, s⟩
  rw [hJ, mulVec_diagonal, Pi.smul_apply, smul_eq_mul]
  revert s
  rw [Fin.forall_fin_two]
  constructor
  · by_cases h : (i : ℕ) + 1 = k
    · subst h
      simp only [spinor, mz, muOf, ↓reduceIte]
      push_cast
      ring
    · simp [spinor, h]
  · by_cases h : (i : ℕ) = k
    · subst h
      simp only [spinor, mz, muOf, one_ne_zero, ↓reduceIte]
      push_cast
      ring
    · simp [spinor, h]

/-- Spinors of different `μ` are orthogonal; for equal `μ` the overlap is `a a' + b b'`,
if amplitudes on missing orbital states are zero. -/
theorem spinor_inner (l k k' : ℕ) (hk : k ≤ 2 * l + 1) (a b a' b' : ℝ)
    (h0 : k = 0 → a = 0) (h1 : k = 2 * l + 1 → b = 0) :
    star (spinor l k a b) ⬝ᵥ spinor l k' a' b'
      = if k = k' then ((a * a' + b * b' : ℝ) : ℂ) else 0 := by
  have hA : ∑ i, star (spinor l k a b (i, 0)) * spinor l k' a' b' (i, 0)
      = if k = k' then (a : ℂ) * a' else 0 := by
    rcases k with _ | n
    · simp [spinor, h0 rfl]
    · rw [Finset.sum_eq_single (⟨n, by omega⟩ : Fin (2 * l + 1))]
      · by_cases h : n + 1 = k' <;> simp [spinor, h]
      · intro j _ hj
        have : (j : ℕ) ≠ n := fun e => hj (Fin.ext e)
        simp [spinor, this]
      · simp
  have hB : ∑ i, star (spinor l k a b (i, 1)) * spinor l k' a' b' (i, 1)
      = if k = k' then (b : ℂ) * b' else 0 := by
    by_cases ht : k = 2 * l + 1
    · simp [spinor, h1 ht]
    · rw [Finset.sum_eq_single (⟨k, by omega⟩ : Fin (2 * l + 1))]
      · by_cases h : k = k' <;> simp [spinor, h]
      · intro j _ hj
        have : (j : ℕ) ≠ k := fun e => hj (Fin.ext e)
        simp [spinor, this]
      · simp
  simp only [dotProduct, Fintype.sum_prod_type, Fin.sum_univ_two, Pi.star_apply,
    Finset.sum_add_distrib, hA, hB]
  split_ifs <;> simp

/-- Ladder relations, normalisation and edge values of the Clebsch-Gordan amplitudes. -/
theorem cg_relations (l k : ℕ) (hk : k ≤ 2 * l + 1) :
    ladder l k * cg l (-muOf l k) = (2 * l + 1 - k) * cg l (muOf l k) ∧
    ladder l k * cg l (muOf l k) = k * cg l (-muOf l k) ∧
    cg l (muOf l k) * cg l (muOf l k) + cg l (-muOf l k) * cg l (-muOf l k) = 1 ∧
    (k = 0 → cg l (muOf l k) = 0) ∧ (k = 2 * l + 1 → cg l (-muOf l k) = 0) := by
  have hN : (0 : ℝ) < 2 * l + 1 := by positivity
  have hX : (0 : ℝ) ≤ k := by positivity
  have hY : (0 : ℝ) ≤ 2 * l + 1 - k := by
    have : (k : ℝ) ≤ 2 * l + 1 := by exact_mod_cast hk
    linarith
  have ha : cg l (muOf l k) = √(k : ℝ) / √(2 * l + 1 : ℝ) := by
    rw [cg, muOf, show (l + 1 / 2 + (k - l - 1 / 2) : ℝ) = k by ring, Real.sqrt_div hX]
  have hb : cg l (-muOf l k) = √(2 * l + 1 - k : ℝ) / √(2 * l + 1 : ℝ) := by
    rw [cg, muOf, show (l + 1 / 2 + -(k - l - 1 / 2) : ℝ) = 2 * l + 1 - k by ring,
      Real.sqrt_div hY]
  have hr : ladder l k = √(k : ℝ) * √(2 * l + 1 - k : ℝ) := Real.sqrt_mul hX _
  refine ⟨?_, ?_, ?_, ?_, ?_⟩
  · rw [ha, hb, hr]
    linear_combination (√(k : ℝ) / √(2 * l + 1 : ℝ)) * Real.mul_self_sqrt hY
  · rw [ha, hb, hr]
    linear_combination (√(2 * l + 1 - k : ℝ) / √(2 * l + 1 : ℝ)) * Real.mul_self_sqrt hX
  · rw [ha, hb, div_mul_div_comm, div_mul_div_comm, ← add_div, Real.mul_self_sqrt hX,
      Real.mul_self_sqrt hY, Real.mul_self_sqrt hN.le, div_eq_one_iff_eq hN.ne']
    ring
  · intro h
    rw [ha, h]
    simp
  · intro h
    have h' : (2 * l + 1 - k : ℝ) = 0 := by
      rw [h]
      push_cast
      ring
    rw [hb, h']
    simp

/-- The Clebsch-Gordan vectors are orthonormal. -/
theorem state_orthonormal (l : ℕ) (q q' : Coupled l) :
    star (state l q) ⬝ᵥ state l q' = if q = q' then 1 else 0 := by
  rcases q with k | k <;> rcases q' with k' | k' <;> simp only [state]
  · obtain ⟨-, -, n, z, t⟩ := cg_relations l k (by omega)
    rw [spinor_inner l k k' (by omega) _ _ _ _ z t]
    by_cases h : (k : ℕ) = k'
    · obtain rfl := Fin.ext h
      rw [if_pos rfl, if_pos rfl, n, Complex.ofReal_one]
    · rw [if_neg h, if_neg (fun e => h (by rw [Sum.inl.inj e]))]
  · obtain ⟨-, -, -, z, t⟩ := cg_relations l k (by omega)
    rw [spinor_inner l k (k' + 1) (by omega) _ _ _ _ z t, if_neg Sum.inl_ne_inr]
    split_ifs with h
    · rw [h]
      push_cast
      ring
    · rfl
  · rw [spinor_inner l (k + 1) k' (by omega) _ _ _ _ (by omega) (by omega),
      if_neg Sum.inr_ne_inl]
    split_ifs with h
    · rw [← h]
      push_cast
      ring
    · rfl
  · obtain ⟨-, -, n, -, -⟩ := cg_relations l (k + 1) (by omega)
    rw [spinor_inner l (k + 1) (k' + 1) (by omega) _ _ _ _ (by omega) (by omega)]
    by_cases h : (k : ℕ) = k'
    · obtain rfl := Fin.ext h
      rw [if_pos rfl, if_pos rfl, neg_mul_neg, add_comm, n, Complex.ofReal_one]
    · rw [if_neg (by omega), if_neg (fun e => h (by rw [Sum.inr.inj e]))]

/-- Each Clebsch-Gordan vector is an eigenvector of `L·σ` with eigenvalue `-1 - κ`. -/
theorem LS_state (l : ℕ) (q : Coupled l) :
    LS l *ᵥ state l q = ((-1 - kappa l q : ℝ) : ℂ) • state l q := by
  rcases q with k | k <;> simp only [state, kappa]
  · obtain ⟨e1, e2, -⟩ := cg_relations l k (by omega)
    rw [LS_spinor l k (by omega)]
    funext x
    simp only [spinor, Pi.smul_apply, smul_eq_mul, mul_ite, mul_zero, ← Complex.ofReal_mul]
    congr 2
    · exact Complex.ofReal_inj.mpr (by linear_combination e1)
    · exact Complex.ofReal_inj.mpr (by linear_combination e2)
  · obtain ⟨e1, e2, -⟩ := cg_relations l (k + 1) (by omega)
    rw [LS_spinor l (k + 1) (by omega)]
    funext x
    simp only [spinor, Pi.smul_apply, smul_eq_mul, mul_ite, mul_zero, ← Complex.ofReal_mul]
    congr 2
    · exact Complex.ofReal_inj.mpr (by linear_combination e2)
    · exact Complex.ofReal_inj.mpr (by linear_combination -e1)

/-- The Clebsch-Gordan matrix is unitary from the `(κ, μ)` to the `(m, spin)` labels, and it
diagonalises `L·σ` and `J_z` together, with eigenvalues `-1 - κ` and `μ`. -/
theorem clebschGordan_diagonalises (l : ℕ) :
    (cgMatrix l)ᴴ * cgMatrix l = 1 ∧ cgMatrix l * (cgMatrix l)ᴴ = 1 ∧
    LS l * cgMatrix l = cgMatrix l * diagonal (fun q => ((-1 - kappa l q : ℝ) : ℂ)) ∧
    Jz l * cgMatrix l = cgMatrix l * diagonal (fun q => (mu l q : ℂ)) := by
  have h : (cgMatrix l)ᴴ * cgMatrix l = 1 := by
    ext q q'
    rw [Matrix.one_apply]
    exact state_orthonormal l q q'
  refine ⟨h, ?_, ?_, ?_⟩
  · -- completeness: both label sets have 4l + 2 elements
    let e : (Fin (2 * l + 1) × Fin 2) ≃ Coupled l := Fintype.equivOfCardEq (by
      simp only [Fintype.card_prod, Fintype.card_sum, Fintype.card_fin]
      omega)
    have h1 : (cgMatrix l)ᴴ.submatrix e id * (cgMatrix l).submatrix id e = 1 := by
      have h2 := Matrix.submatrix_mul_equiv (cgMatrix l)ᴴ (cgMatrix l) e (Equiv.refl _) e
      rw [h, Matrix.submatrix_one_equiv] at h2
      exact h2
    have h3 := mul_eq_one_comm.mp h1
    rw [Matrix.submatrix_mul_equiv, Matrix.submatrix_id_id] at h3
    exact h3
  · ext x q
    rw [Matrix.mul_diagonal]
    exact (congrFun (LS_state l q) x).trans (mul_comm _ _)
  · ext x q
    rw [Matrix.mul_diagonal]
    have hq : Jz l *ᵥ state l q = (mu l q : ℂ) • state l q := by
      rcases q with k | k <;> exact Jz_spinor l _ _ _
    exact (congrFun hq x).trans (mul_comm _ _)

/-- On the whole space, `(L·σ)² + L·σ = l(l + 1)`. -/
theorem LS_quadratic (l : ℕ) :
    LS l * LS l + LS l = ((l : ℂ) * (l + 1)) • 1 := by
  obtain ⟨-, hU, -, -⟩ := clebschGordan_diagonalises l
  have hc : (LS l * LS l + LS l) * cgMatrix l = ((l : ℂ) * (l + 1)) • cgMatrix l := by
    ext x q
    have hq : (LS l * LS l + LS l) *ᵥ state l q = ((l : ℂ) * (l + 1)) • state l q := by
      rw [Matrix.add_mulVec, ← Matrix.mulVec_mulVec, LS_state, Matrix.mulVec_smul, LS_state,
        smul_smul, ← add_smul]
      congr 1
      rcases q with k | k <;> simp only [kappa] <;> push_cast <;> ring
    exact congrFun hq x
  -- the Clebsch-Gordan vectors are complete, so the identity holds for the operators
  calc LS l * LS l + LS l = (LS l * LS l + LS l) * (cgMatrix l * (cgMatrix l)ᴴ) := by
        rw [hU, Matrix.mul_one]
    _ = ((l : ℂ) * (l + 1)) • 1 := by
        rw [← Matrix.mul_assoc, hc, Matrix.smul_mul, hU]

end

end SpinAngularCoupling
```

```lean
#print axioms SpinAngularCoupling.clebschGordan_diagonalises
#print axioms SpinAngularCoupling.LS_quadratic
```

```
'SpinAngularCoupling.clebschGordan_diagonalises' depends on axioms: [propext, Classical.choice, Quot.sound]
'SpinAngularCoupling.LS_quadratic' depends on axioms: [propext, Classical.choice, Quot.sound]
```

## How the proof follows the calculation

`Lplus_entry` rewrites the ladder elements by position, and `LS_entry` obtains the spin blocks from the Pauli matrices. `LS_spinor` is the two-component action: `Finset.sum_eq_single` keeps the one orbital state that contributes, and the edges are treated separately. `Jz_spinor` gives the eigenvalue $\mu$ for any amplitudes.

`cg_relations` collects the two ladder relations, the normalisation and the edge zeros. `spinor_inner` needs those zeros, because an amplitude on a missing state would otherwise count in the overlap formula. `state_orthonormal` then compares the families case by case, and `LS_state` closes each component with `linear_combination` from the ladder relations.

In the main theorem, $U^\dagger U=1$ is orthonormality. For $UU^\dagger=1$, the two label sets are matched by a bijection `e`, which makes the matrices square over one index set, and `mul_eq_one_comm` exchanges the factors. `LS_quadratic` checks the identity on the columns of $U$ and removes $U$ through $UU^\dagger=1$.
